# For a continuous piecewise cubic, a slope jump kept on an odd node makes Simpson's rule second order

## Why does the parity of the sphere-boundary node matter?

My radial PAW integrand has a slope jump at the augmentation-sphere boundary. Its composite Simpson integral converges only as h² when that boundary is on an odd node, counting nodes from zero. With the boundary on an even node I get the usual accuracy back. The boundary is a grid point in both cases, and the integrand is continuous there. Where does the difference come from, and how large is the error?

## An odd node puts the kink inside a panel

If the integrand f is continuous and equal to one polynomial of degree at most three on each side of the boundary c, and c is an odd node of a uniform grid with spacing h, counted from node 0 at the left end, the error is

Simpson − integral = −h² J₁/6 + h⁴ J₃/72.

Here J₁ and J₃ are the jumps of f′ and f‴ at c, right value minus left value. If c is an even node, the error is zero.

Simpson panels run from one even node to the next, so an odd node is a panel midpoint. In an array indexed from 1, odd and even are exchanged. Let p be the left branch and q the right one, write pₖ and qₖ for their k-th derivatives at c, and put f₀ = f(c). By continuity both branches have the value f₀ at c. Taylor expansion, which is exact for cubics, gives

p(c−h) = f₀ − h p₁ + h² p₂/2 − h³ p₃/6

q(c+h) = f₀ + h q₁ + h² q₂/2 + h³ q₃/6.

Simpson's rule on this panel is therefore

(h/3)[p(c−h) + 4f₀ + q(c+h)] = 2h f₀ + h² J₁/3 + h³(p₂+q₂)/6 + h⁴ J₃/18.

Integrating each branch over its own half gives

∫ f dx = 2h f₀ + h² J₁/2 + h³(p₂+q₂)/6 + h⁴ J₃/24.

The second-derivative terms cancel in the difference. The rest follows from 1/3 − 1/2 = −1/6 and 1/18 − 1/24 = 1/72.

A panel that sees only one cubic has no jumps and hence no error. On the whole grid, a kink on an odd node lies inside exactly one panel, and only that panel can contribute an error. A kink on an even node lies inside none.

To see the order, take [c−L, c+L] with L > 0 and 2n+1 panels, so that h = L/(2n+1) and c is always node 2n+1. Then

error/h² = −J₁/6 + h² J₃/72 → −J₁/6 as n → ∞.

For J₁ ≠ 0 the convergence is exactly second order.

### The statements in Lean

`simpsonError f m h` is Simpson's rule minus the integral on the panel with midpoint `m` and half-width `h`. The branches are real polynomials `p` and `q` with `natDegree ≤ 3`, and `jump k p q c` is the k-th derivative of `q` minus that of `p` at `c`.

`simpsonError_kink` needs continuity only on the closed panel and the branch formulas only on its open halves. The composite theorems take f continuous on the whole line, with one cubic on each side of `c`. They number panels from zero: `c = a + (2 * j + 1) * h` with `j < N` is an odd node, and `c = a + 2 * j * h` an even one.

For a PAW radial integrand that has a kink at the sphere boundary, this identifies the error caused by the kink, in the model of a uniform grid and a piecewise-cubic integrand. General smooth branches, a kink between nodes and a discontinuity of f itself are not treated.

```lean
import Mathlib

open Polynomial Filter Topology

namespace SimpsonKink

noncomputable section

/-- Simpson's rule on the panel `[m - h, m + h]` with midpoint `m`. -/
def simpson (f : ℝ → ℝ) (m h : ℝ) : ℝ :=
  h / 3 * (f (m - h) + 4 * f m + f (m + h))

/-- Simpson's rule minus the integral on the panel `[m - h, m + h]`. -/
def simpsonError (f : ℝ → ℝ) (m h : ℝ) : ℝ :=
  simpson f m h - ∫ x in (m - h)..(m + h), f x

/-- The composite Simpson rule with `N` panels and node spacing `h`, starting at `a`. -/
def compositeSimpson (f : ℝ → ℝ) (a h : ℝ) (N : ℕ) : ℝ :=
  ∑ k ∈ Finset.range N, simpson f (a + (2 * k + 1) * h) h

/-- The jump at `c` of the `k`-th derivative, from the left branch `p` to the right branch `q`. -/
def jump (k : ℕ) (p q : ℝ[X]) (c : ℝ) : ℝ :=
  (derivative^[k] q).eval c - (derivative^[k] p).eval c

/-- A polynomial of degree at most three equals its third-order Taylor expansion about `c`. -/
theorem cubic_taylor {p : ℝ[X]} (hp : p.natDegree ≤ 3) (c x : ℝ) :
    p.eval x = p.eval c + (derivative p).eval c * (x - c)
      + (derivative (derivative p)).eval c / 2 * (x - c) ^ 2
      + (derivative (derivative (derivative p))).eval c / 6 * (x - c) ^ 3 := by
  obtain ⟨a, b, d, e, rfl⟩ : ∃ a b d e : ℝ,
      p = monomial 0 a + monomial 1 b + monomial 2 d + monomial 3 e :=
    ⟨p.coeff 0, p.coeff 1, p.coeff 2, p.coeff 3,
      (p.as_sum_range' 4 (by omega)).trans
        (by simp only [Finset.sum_range_succ, Finset.sum_range_zero, zero_add])⟩
  simp only [derivative_add, derivative_monomial, eval_add, eval_monomial]
  norm_num
  ring

/-- The integral from `c` to `b` of a polynomial of degree at most three, in terms of its
derivatives at `c`. -/
theorem integral_cubic {p : ℝ[X]} (hp : p.natDegree ≤ 3) (c b : ℝ) :
    ∫ x in c..b, p.eval x = p.eval c * (b - c) + (derivative p).eval c / 2 * (b - c) ^ 2
      + (derivative (derivative p)).eval c / 6 * (b - c) ^ 3
      + (derivative (derivative (derivative p))).eval c / 24 * (b - c) ^ 4 := by
  have hF : ∀ x : ℝ, HasDerivAt (fun y : ℝ => p.eval c * (y - c)
      + (derivative p).eval c / 2 * (y - c) ^ 2
      + (derivative (derivative p)).eval c / 6 * (y - c) ^ 3
      + (derivative (derivative (derivative p))).eval c / 24 * (y - c) ^ 4) (p.eval x) x := by
    intro x
    have h1 : HasDerivAt (fun y : ℝ => y - c) 1 x := (hasDerivAt_id' x).sub_const c
    refine ((((h1.const_mul _).fun_add ((h1.fun_pow 2).const_mul _)).fun_add
      ((h1.fun_pow 3).const_mul _)).fun_add ((h1.fun_pow 4).const_mul _)).congr_deriv ?_
    rw [cubic_taylor hp c x]
    norm_num
    ring
  rw [intervalIntegral.integral_eq_sub_of_hasDerivAt (fun x _ => hF x)
    (p.continuous.intervalIntegrable _ _)]
  ring

/-- For a function continuous on `[c - h, c + h]`, `h > 0`, and equal to one polynomial of degree
at most three on each side of `c`, Simpson's rule with midpoint `c` minus the integral is
`-h² J₁ / 6 + h⁴ J₃ / 72`, with `J₁`, `J₃` the jumps of the first and third derivatives at `c`. -/
theorem simpsonError_kink {f : ℝ → ℝ} {p q : ℝ[X]} {c h : ℝ} (hh : 0 < h)
    (hp : p.natDegree ≤ 3) (hq : q.natDegree ≤ 3)
    (hf : ContinuousOn f (Set.Icc (c - h) (c + h)))
    (hfp : ∀ x ∈ Set.Ioo (c - h) c, f x = p.eval x)
    (hfq : ∀ x ∈ Set.Ioo c (c + h), f x = q.eval x) :
    simpsonError f c h = -h ^ 2 * jump 1 p q c / 6 + h ^ 4 * jump 3 p q c / 72 := by
  have h1 : c - h < c := by linarith
  have h2 : c < c + h := by linarith
  have cl : ContinuousOn f (Set.Icc (c - h) c) := hf.mono (Set.Icc_subset_Icc_right h2.le)
  have cr : ContinuousOn f (Set.Icc c (c + h)) := hf.mono (Set.Icc_subset_Icc_left h1.le)
  -- continuity extends the branch formulas to the closed half panels
  have hl : Set.EqOn f (fun x => p.eval x) (Set.Icc (c - h) c) :=
    Set.EqOn.of_subset_closure hfp cl p.continuous.continuousOn
      Set.Ioo_subset_Icc_self (closure_Ioo h1.ne).symm.subset
  have hr : Set.EqOn f (fun x => q.eval x) (Set.Icc c (c + h)) :=
    Set.EqOn.of_subset_closure hfq cr q.continuous.continuousOn
      Set.Ioo_subset_Icc_self (closure_Ioo h2.ne).symm.subset
  have vl : f (c - h) = p.eval (c - h) := hl ⟨le_rfl, h1.le⟩
  have vr : f (c + h) = q.eval (c + h) := hr ⟨h2.le, le_rfl⟩
  have vc : f c = q.eval c := hr ⟨le_rfl, h2.le⟩
  have vp : f c = p.eval c := hl ⟨h1.le, le_rfl⟩
  have hpq : p.eval c = q.eval c := vp.symm.trans vc
  -- the integral splits at the kink
  have il : ∫ x in (c - h)..c, f x = ∫ x in (c - h)..c, p.eval x :=
    intervalIntegral.integral_congr (by rw [Set.uIcc_of_le h1.le]; exact hl)
  have ir : ∫ x in c..(c + h), f x = ∫ x in c..(c + h), q.eval x :=
    intervalIntegral.integral_congr (by rw [Set.uIcc_of_le h2.le]; exact hr)
  have j1 : jump 1 p q c = (derivative q).eval c - (derivative p).eval c := rfl
  have j3 : jump 3 p q c = (derivative (derivative (derivative q))).eval c
      - (derivative (derivative (derivative p))).eval c := rfl
  rw [simpsonError, simpson, ← intervalIntegral.integral_add_adjacent_intervals
    (cl.intervalIntegrable_of_Icc h1.le) (cr.intervalIntegrable_of_Icc h2.le), il, ir,
    intervalIntegral.integral_symm c (c - h), integral_cubic hp c (c - h),
    integral_cubic hq c (c + h), vl, vr, vc, cubic_taylor hp c (c - h),
    cubic_taylor hq c (c + h), hpq, j1, j3]
  ring

/-- Simpson's rule is exact on a panel of positive width inside which a continuous function is a
single polynomial of degree at most three. -/
theorem simpsonError_smooth {f : ℝ → ℝ} {p : ℝ[X]} {m h : ℝ} (hh : 0 < h)
    (hp : p.natDegree ≤ 3) (hf : Continuous f)
    (hfp : ∀ x ∈ Set.Ioo (m - h) (m + h), f x = p.eval x) : simpsonError f m h = 0 := by
  rw [simpsonError_kink hh hp hp hf.continuousOn
    (fun x hx => hfp x ⟨hx.1, by linarith [hx.2]⟩)
    (fun x hx => hfp x ⟨by linarith [hx.1], hx.2⟩)]
  simp [jump]

/-- For a continuous function the error of the composite rule is the sum of the panel errors. -/
theorem composite_error_eq_sum {f : ℝ → ℝ} (hf : Continuous f) (a h : ℝ) (N : ℕ) :
    compositeSimpson f a h N - ∫ x in a..(a + 2 * N * h), f x
      = ∑ k ∈ Finset.range N, simpsonError f (a + (2 * k + 1) * h) h := by
  induction N with
  | zero => simp [compositeSimpson]
  | succ n ih =>
    have e1 : a + (2 * (n : ℝ) + 1) * h - h = a + 2 * n * h := by ring
    have e2 : a + (2 * (n : ℝ) + 1) * h + h = a + 2 * ((n + 1 : ℕ) : ℝ) * h := by
      push_cast; ring
    have split := intervalIntegral.integral_add_adjacent_intervals
      (hf.intervalIntegrable (μ := MeasureTheory.volume) a (a + 2 * n * h))
      (hf.intervalIntegrable (a + 2 * n * h) (a + 2 * ((n + 1 : ℕ) : ℝ) * h))
    have panel : simpsonError f (a + (2 * n + 1) * h) h = simpson f (a + (2 * n + 1) * h) h
        - ∫ x in (a + 2 * n * h)..(a + 2 * ((n + 1 : ℕ) : ℝ) * h), f x := by
      rw [simpsonError, e1, e2]
    unfold compositeSimpson at ih ⊢
    rw [Finset.sum_range_succ, Finset.sum_range_succ, panel, ← split]
    linarith

/-- If a continuous function is one polynomial of degree at most three on each side of `c`, and `c`
is an odd node of the grid with spacing `h > 0`, the composite rule minus the integral is
`-h² J₁ / 6 + h⁴ J₃ / 72`, with `J₁`, `J₃` the jumps of the first and third derivatives at `c`. -/
theorem composite_odd_node {f : ℝ → ℝ} {p q : ℝ[X]} {a c h : ℝ} {j N : ℕ} (hh : 0 < h)
    (hp : p.natDegree ≤ 3) (hq : q.natDegree ≤ 3) (hf : Continuous f)
    (hfp : ∀ x < c, f x = p.eval x) (hfq : ∀ x > c, f x = q.eval x)
    (hj : j < N) (hnode : c = a + (2 * j + 1) * h) :
    compositeSimpson f a h N - ∫ x in a..(a + 2 * N * h), f x
      = -h ^ 2 * jump 1 p q c / 6 + h ^ 4 * jump 3 p q c / 72 := by
  rw [composite_error_eq_sum hf, Finset.sum_eq_single j]
  · rw [← hnode]
    exact simpsonError_kink hh hp hq hf.continuousOn (fun x hx => hfp x hx.2)
      (fun x hx => hfq x hx.1)
  · -- every other panel lies on one side of the kink
    intro k _ hk
    rcases lt_or_gt_of_ne hk with hlt | hgt
    · have hc : (k : ℝ) + 1 ≤ j := by exact_mod_cast hlt
      exact simpsonError_smooth hh hp hf (fun x hx => hfp x (by
        nlinarith [hx.2, mul_nonneg hh.le (sub_nonneg.2 hc)]))
    · have hc : (j : ℝ) + 1 ≤ k := by exact_mod_cast hgt
      exact simpsonError_smooth hh hq hf (fun x hx => hfq x (by
        nlinarith [hx.1, mul_nonneg hh.le (sub_nonneg.2 hc)]))
  · intro hn
    exact absurd (Finset.mem_range.2 hj) hn

/-- If a continuous function is one polynomial of degree at most three on each side of `c`, and
`c` is an even node of the grid, the composite rule is exact. -/
theorem composite_even_node {f : ℝ → ℝ} {p q : ℝ[X]} {a c h : ℝ} {j : ℕ} (N : ℕ) (hh : 0 < h)
    (hp : p.natDegree ≤ 3) (hq : q.natDegree ≤ 3) (hf : Continuous f)
    (hfp : ∀ x < c, f x = p.eval x) (hfq : ∀ x > c, f x = q.eval x)
    (hnode : c = a + 2 * j * h) :
    compositeSimpson f a h N = ∫ x in a..(a + 2 * N * h), f x := by
  rw [← sub_eq_zero, composite_error_eq_sum hf]
  refine Finset.sum_eq_zero fun k _ => ?_
  rcases lt_or_ge k j with hlt | hge
  · have hc : (k : ℝ) + 1 ≤ j := by exact_mod_cast hlt
    exact simpsonError_smooth hh hp hf (fun x hx => hfp x (by
      nlinarith [hx.2, mul_nonneg hh.le (sub_nonneg.2 hc)]))
  · have hc : (j : ℝ) ≤ k := by exact_mod_cast hge
    exact simpsonError_smooth hh hq hf (fun x hx => hfq x (by
      nlinarith [hx.1, mul_nonneg hh.le (sub_nonneg.2 hc)]))

/-- Let a continuous function be one polynomial of degree at most three on each side of `c`. On
`[c - L, c + L]`, `L > 0`, with `2n + 1` panels of spacing `h = L / (2n + 1)`, the composite
Simpson error divided by `h²` tends to `-J₁ / 6`, with `J₁` the jump of the slope at `c`. -/
theorem composite_second_order {f : ℝ → ℝ} {p q : ℝ[X]} {c L : ℝ} (hL : 0 < L)
    (hp : p.natDegree ≤ 3) (hq : q.natDegree ≤ 3) (hf : Continuous f)
    (hfp : ∀ x < c, f x = p.eval x) (hfq : ∀ x > c, f x = q.eval x) :
    Tendsto (fun n : ℕ => (compositeSimpson f (c - L) (L / (2 * n + 1)) (2 * n + 1)
      - ∫ x in (c - L)..(c + L), f x) / (L / (2 * n + 1)) ^ 2) atTop
      (𝓝 (-jump 1 p q c / 6)) := by
  have key : ∀ n : ℕ, (compositeSimpson f (c - L) (L / (2 * n + 1)) (2 * n + 1)
      - ∫ x in (c - L)..(c + L), f x) / (L / (2 * n + 1)) ^ 2
      = -jump 1 p q c / 6 + jump 3 p q c / 72 * (L / (2 * n + 1)) ^ 2 := by
    intro n
    have hn : (0 : ℝ) < 2 * n + 1 := by positivity
    have hs : (2 * (n : ℝ) + 1) * (L / (2 * n + 1)) = L := by field_simp
    have hpos : 0 < L / (2 * (n : ℝ) + 1) := div_pos hL hn
    have hend : c - L + 2 * ((2 * n + 1 : ℕ) : ℝ) * (L / (2 * n + 1)) = c + L := by
      push_cast
      linear_combination 2 * hs
    have err := composite_odd_node (a := c - L) (j := n) (N := 2 * n + 1) hpos hp hq hf hfp hfq
      (by omega) (by linear_combination (-1) * hs)
    rw [hend] at err
    rw [err, div_eq_iff (pow_ne_zero 2 hpos.ne')]
    ring
  -- the remaining term vanishes with the spacing
  have hden : Tendsto (fun n : ℕ => 2 * (n : ℝ) + 1) atTop atTop :=
    tendsto_atTop_mono (fun n => by linarith [Nat.cast_nonneg (α := ℝ) n])
      tendsto_natCast_atTop_atTop
  have hz : Tendsto (fun n : ℕ => L / (2 * (n : ℝ) + 1)) atTop (𝓝 0) :=
    tendsto_const_nhds.div_atTop hden
  have hlim := ((hz.pow 2).const_mul (jump 3 p q c / 72)).const_add (-jump 1 p q c / 6)
  simp only [key]
  simpa using hlim

end

end SimpsonKink
```

```lean
#print axioms SimpsonKink.composite_even_node
#print axioms SimpsonKink.composite_second_order
```

```
'SimpsonKink.composite_even_node' depends on axioms: [propext, Classical.choice, Quot.sound]
'SimpsonKink.composite_second_order' depends on axioms: [propext, Classical.choice, Quot.sound]
```

### From one panel to the limit

`cubic_taylor` writes the polynomial in its four coefficients and compares both sides. `integral_cubic` differentiates the explicit antiderivative and applies the fundamental theorem of calculus.

In `simpsonError_kink`, `Set.EqOn.of_subset_closure` extends the branch formulas to the endpoints and to `c`, which supplies the common value f₀. The integral is split at `c`, the expansions are inserted, and `ring` does the subtraction above. `simpsonError_smooth` is the case of equal branches.

`composite_error_eq_sum` adds up the panel errors by induction on their number. In `composite_odd_node`, `Finset.sum_eq_single j` keeps the kinked panel, while the inequalities place every other panel on one side of `c`. `composite_even_node` does the same with no panel left over. Finally, `composite_second_order` proves the formula for error/h² as `key` and lets the spacing tend to zero.
